# Suitable positive trial states bring the smallest local energy arbitrarily close to the ground energy when off-diagonal elements are nonpositive

## Local energies in variational Monte Carlo

A variational Monte Carlo run samples configurations $x$ from a trial state $\psi$ and records the local energy

$$E_\psi(x)=\frac{(H\psi)(x)}{\psi(x)}.$$

Its average with weight $\psi(x)^2$ is an upper bound on the ground energy $E_0$. If $\psi$ is positive and the off-diagonal elements of $H$ are nonpositive, Barta's inequality says that the smallest local energy is a lower bound. How close to $E_0$ can a good choice of $\psi$ bring this lower bound?

The sign condition holds, for example, for bosons hopping on a lattice with amplitude $-t$, $t\ge 0$. It makes the elements of $e^{-\tau H}$ nonnegative for $\tau\ge0$, so that imaginary-time walkers carry no signs.

## Positive solutions for every energy below the spectrum

Let $H$ be a real symmetric matrix on a finite set of configurations, with $H_{xy}\le 0$ for $x\ne y$, and let $E$ lie below every eigenvalue.

- `barta_sharpness`: for each source $s$ with all $s(x)>0$, the equation $(H-E)\psi=s$ has a strictly positive solution, and $E_\psi(x)=E+s(x)/\psi(x)>E$ at every $x$.
- `minLocalEnergy_approaches_ground`: for each $\varepsilon>0$ some strictly positive $\psi$ satisfies $E_0-\varepsilon<\min_x E_\psi(x)\le E_0$.

In Lean the configurations form a finite type `n`, and states are functions `n → ℝ`, not necessarily normalised. `IsSymm` and `OffDiagNonpos` are the two conditions on $H$. `BelowSpectrum` and `IsGroundEnergy` refer to real eigenvectors, and `minLocalEnergy` is a minimum over all configurations, which requires at least one.

The theorems establish sharpness, not Barta's inequality for arbitrary positive $\psi$. The state $\psi$ is also an unrestricted vector: a particular parametrised family need not contain it. For finite models with this sign structure, the gap between the minimal local energy and $E_0$ is thus a defect of the trial state, not of the bound. The value $E_0$ is even attained, although this is not proved here: $H$ splits into connected blocks, each with a strictly positive lowest eigenvector by the Perron–Frobenius theorem, and joining these vectors gives a positive $\psi$ whose minimal local energy is $E_0$.

## Solving for the trial state

**The form is positive.** Expand $v\neq0$ in orthonormal eigenvectors of $H$, with coefficients $c_i$ and eigenvalues $\mu_i$. Then
$$v\cdot(H-E)v=\sum_i(\mu_i-E)c_i^2>0.$$
Hence $(H-E)v=0$ only for $v=0$, and in finite dimension $(H-E)\psi=s$ is solvable for every $s$.

**A nonnegative source gives a nonnegative solution.** Let $(H-E)\psi=s\ge0$, and put $m=\max(-\psi,0)$ and $p=\psi+m\ge0$. Then
$$m\cdot(H-E)m=m\cdot(H-E)p-m\cdot s.$$
Where $m(y)>0$ we have $p(y)=0$, so $((H-E)p)(y)=\sum_{z\ne y}H_{yz}p(z)\le0$. The right-hand side is therefore nonpositive, which forces $m=0$.

**A positive source excludes zeros.** If $\psi(x)=0$, the same sign argument gives $(H\psi)(x)\le0$, whereas the equation gives $(H\psi)(x)=s(x)>0$. So $\psi>0$, and dividing $H\psi=E\psi+s$ by $\psi$ gives the local energy.

**Approach to $E_0$.** Take $E=E_0-\varepsilon$ and $s=1$ everywhere. Every local energy then exceeds $E_0-\varepsilon$. Let $v$ be a ground eigenvector, $x$ a site where $|v|$ is largest, and $w=v/v(x)$, so that $w\le1$ and $w(x)=1$. Since $(H-E)w=\varepsilon w$,
$$(H-E)\left(\psi-\frac{w}{\varepsilon}\right)=1-w\ge0.$$
Thus $\psi\ge w/\varepsilon$, and in particular $\psi(x)\ge1/\varepsilon$. At this site $E_\psi(x)=E_0-\varepsilon+1/\psi(x)\le E_0$.

## What survives without the sign condition

Let $E$ again lie below every eigenvalue. A positive $\psi$ with all local energies above $E$ exists for any real symmetric $H$ on a nonempty set (`exists_localEnergy_gt_of_symm`). Put $A=H-E$, and let $y$ minimise $w\cdot Aw$ over probability vectors, with minimum $m>0$. Let $e$ be the unit vector at site $x$ and $g=(Ay)(x)$. Moving from $y$ to $(1-t)y+te$ changes the form by
$$-2t(m-g)+t^2(m-2g+A_{xx}).$$
If $g<m$, this is negative for small $t>0$, a contradiction. So $(Ay)(x)\ge m$ at every site.

The minimiser may have zeros. Let $u$ be the vector of ones, $a=Au$ and $\delta=m/(1+\sum_z|a(z)|)$. Then $\psi=y+\delta u$ is strictly positive, and
$$(A\psi)(x)\ge m-\delta\sum_z|a(z)|=\delta>0,$$
so $E_\psi(x)>E$.

The approach to $E_0$ can fail, however. For two sites $0,1$ with $H_{01}=H_{10}=1$ and zero diagonal, the eigenvalue equations $v(1)=\mu v(0)$ and $v(0)=\mu v(1)$ give $\mu^2=1$. The ground energy is $-1$, with normalised state $(1,-1)/\sqrt2$. A positive $\psi$ has local energies $\psi(1)/\psi(0)$ and $\psi(0)/\psi(1)$, both positive, so their minimum lies more than $1$ above $E_0$ and is not a lower bound at all. This is `positive_coupling_gap`.

## The complete Lean file

```lean
import Mathlib

open Matrix

namespace BartaSharpness

noncomputable section

variable {n : Type*} [Fintype n]

/-- The local energy `(H ψ)(x) / ψ(x)` of a trial state `ψ` at the configuration `x`. -/
def localEnergy (H : Matrix n n ℝ) (ψ : n → ℝ) (x : n) : ℝ := (H *ᵥ ψ) x / ψ x

/-- The smallest local energy of a trial state over all configurations. -/
def minLocalEnergy [Nonempty n] (H : Matrix n n ℝ) (ψ : n → ℝ) : ℝ :=
  Finset.univ.inf' Finset.univ_nonempty (localEnergy H ψ)

/-- All off-diagonal matrix elements of `H` are nonpositive. -/
def OffDiagNonpos (H : Matrix n n ℝ) : Prop := ∀ x y, x ≠ y → H x y ≤ 0

/-- The energy `E` lies strictly below every eigenvalue of `H`. -/
def BelowSpectrum (H : Matrix n n ℝ) (E : ℝ) : Prop :=
  ∀ (μ : ℝ) (v : n → ℝ), v ≠ 0 → H *ᵥ v = μ • v → E < μ

/-- `E₀` is the lowest eigenvalue of `H`. -/
def IsGroundEnergy (H : Matrix n n ℝ) (E₀ : ℝ) : Prop :=
  (∃ v : n → ℝ, v ≠ 0 ∧ H *ᵥ v = E₀ • v) ∧
    ∀ (μ : ℝ) (v : n → ℝ), v ≠ 0 → H *ᵥ v = μ • v → E₀ ≤ μ

variable {H : Matrix n n ℝ} {E : ℝ}

/-- If `E` lies below the spectrum of a symmetric `H`, the quadratic form of `H - E` is
strictly positive on nonzero vectors. -/
theorem shifted_form_pos (hH : H.IsSymm) (hE : BelowSpectrum H E) {v : n → ℝ} (hv : v ≠ 0) :
    0 < v ⬝ᵥ (H *ᵥ v - E • v) := by
  classical
  have hmul : ∀ w, (H - E • (1 : Matrix n n ℝ)) *ᵥ w = H *ᵥ w - E • w := fun w => by
    simp only [Matrix.sub_mulVec, Matrix.smul_mulVec, Matrix.one_mulVec]
  have hA : (H - E • (1 : Matrix n n ℝ)).IsHermitian := by
    unfold Matrix.IsHermitian
    rw [conjTranspose_eq_transpose_of_trivial, transpose_sub, transpose_smul, transpose_one,
      hH.eq]
  -- each eigenvalue of `H - E` is an eigenvalue of `H` shifted by `E`
  have hp : (H - E • (1 : Matrix n n ℝ)).PosDef := hA.posDef_iff_eigenvalues_pos.mpr fun i => by
    have h := hA.mulVec_eigenvectorBasis i
    rw [hmul] at h
    have hne : (hA.eigenvectorBasis i).ofLp ≠ 0 := fun h0 =>
      hA.eigenvectorBasis.orthonormal.ne_zero i (by ext j; exact congrFun h0 j)
    have h2 := hE (E + hA.eigenvalues i) _ hne (by
      rw [add_smul, add_comm]
      exact sub_eq_iff_eq_add.mp h)
    linarith
  have h := hp.dotProduct_mulVec_pos hv
  rw [hmul, star_trivial] at h
  exact h

/-- With nonpositive off-diagonal elements, `H p` is nonpositive wherever a nonnegative
state `p` vanishes. -/
theorem mulVec_nonpos_of_zero (hoff : OffDiagNonpos H) {p : n → ℝ} (hp : ∀ x, 0 ≤ p x)
    {x : n} (hx : p x = 0) : (H *ᵥ p) x ≤ 0 := by
  refine Finset.sum_nonpos fun y _ => ?_
  by_cases h : x = y
  · subst h
    simp [hx]
  · exact mul_nonpos_of_nonpos_of_nonneg (hoff x y h) (hp y)

/-- For symmetric `H` with nonpositive off-diagonal elements and `E` below the spectrum, a state `ψ`
for which `(H - E) ψ` is nonnegative is itself nonnegative. -/
theorem nonneg_of_source_nonneg (hH : H.IsSymm) (hoff : OffDiagNonpos H)
    (hE : BelowSpectrum H E) {ψ : n → ℝ} (hs : ∀ x, 0 ≤ (H *ᵥ ψ - E • ψ) x) (x : n) :
    0 ≤ ψ x := by
  by_contra hneg
  rw [not_le] at hneg
  -- test the equation with the negative part of `ψ`
  let m : n → ℝ := fun y => max (-ψ y) 0
  have hm : m ≠ 0 := fun h => by
    have h1 : max (-ψ x) 0 = 0 := congrFun h x
    linarith [le_max_left (-ψ x) 0]
  refine absurd (shifted_form_pos hH hE hm) (not_lt_of_ge (Finset.sum_nonpos fun y _ => ?_))
  rcases le_total 0 (ψ y) with h | h
  · have h0 : m y = 0 := max_eq_right (by linarith)
    rw [h0, zero_mul]
  · have h0 : m y = -ψ y := max_eq_left (by linarith)
    have h1 : (H *ᵥ (m + ψ)) y ≤ 0 := by
      refine mulVec_nonpos_of_zero hoff (fun z => ?_) ?_
      · have := le_max_left (-ψ z) 0
        change 0 ≤ max (-ψ z) 0 + ψ z
        linarith
      · rw [Pi.add_apply, h0]
        ring
    have h2 := hs y
    rw [mulVec_add] at h1
    simp only [Pi.add_apply, Pi.sub_apply, Pi.smul_apply, smul_eq_mul] at h1 h2 ⊢
    refine mul_nonpos_of_nonneg_of_nonpos (le_max_right _ _) ?_
    rw [h0]
    linarith

/-- For symmetric `H` with nonpositive off-diagonal elements, `E` below the spectrum and any
strictly positive source `s`, the equation `(H - E) ψ = s` has a strictly positive solution, and its
local energy `E + s / ψ` exceeds `E` at every configuration. -/
theorem barta_sharpness (hH : H.IsSymm) (hoff : OffDiagNonpos H) (hE : BelowSpectrum H E)
    {s : n → ℝ} (hs : ∀ x, 0 < s x) :
    ∃ ψ : n → ℝ, (∀ x, 0 < ψ x) ∧ H *ᵥ ψ - E • ψ = s ∧
      ∀ x, localEnergy H ψ x = E + s x / ψ x ∧ E < localEnergy H ψ x := by
  -- `H - E` is injective, hence surjective
  let T : (n → ℝ) →ₗ[ℝ] (n → ℝ) := Matrix.mulVecLin H - E • LinearMap.id
  have hT : ∀ v, T v = H *ᵥ v - E • v := fun v => by simp [T]
  have hinj : Function.Injective T := (injective_iff_map_eq_zero T).mpr fun v hv => by
    by_contra hne
    have h := shifted_form_pos hH hE hne
    rw [← hT, hv, dotProduct_zero] at h
    exact lt_irrefl _ h
  obtain ⟨ψ, hψ⟩ := LinearMap.injective_iff_surjective.mp hinj s
  rw [hT] at hψ
  have h0 := nonneg_of_source_nonneg hH hoff hE (ψ := ψ) fun x => by rw [hψ]; exact (hs x).le
  have hval : ∀ x, (H *ᵥ ψ) x - E * ψ x = s x := fun x => congrFun hψ x
  -- a zero of `ψ` would contradict the positive source there
  have hpos : ∀ x, 0 < ψ x := fun x => by
    refine lt_of_le_of_ne (h0 x) fun h => ?_
    have h1 := mulVec_nonpos_of_zero hoff h0 h.symm
    have h2 := hval x
    rw [← h] at h2
    linarith [hs x]
  refine ⟨ψ, hpos, hψ, fun x => ?_⟩
  have hloc : localEnergy H ψ x = E + s x / ψ x := by
    have hne := (hpos x).ne'
    rw [localEnergy, ← hval x, sub_div, mul_div_cancel_right₀ _ hne]
    ring
  exact ⟨hloc, by rw [hloc]; linarith [div_pos (hs x) (hpos x)]⟩

/-- For symmetric `H` with nonpositive off-diagonal elements and every `ε > 0`, some strictly
positive trial state has its minimal local energy above `E₀ - ε` and at most `E₀`, where `E₀` is the
exact ground energy. -/
theorem minLocalEnergy_approaches_ground [Nonempty n] (hH : H.IsSymm) (hoff : OffDiagNonpos H)
    {E₀ ε : ℝ} (hg : IsGroundEnergy H E₀) (hε : 0 < ε) :
    ∃ ψ : n → ℝ, (∀ x, 0 < ψ x) ∧ E₀ - ε < minLocalEnergy H ψ ∧ minLocalEnergy H ψ ≤ E₀ := by
  obtain ⟨⟨v, hv, hve⟩, hlow⟩ := hg
  have hb : BelowSpectrum H (E₀ - ε) := fun μ w hw h => by linarith [hlow μ w hw h]
  obtain ⟨ψ, hψ, hsrc, hloc⟩ := barta_sharpness hH hoff hb (s := fun _ => 1) fun _ => one_pos
  have hval : ∀ y, (H *ᵥ ψ) y - (E₀ - ε) * ψ y = 1 := fun y => congrFun hsrc y
  refine ⟨ψ, hψ, (Finset.lt_inf'_iff _).mpr fun x _ => (hloc x).2, ?_⟩
  -- compare `ψ` with the ground state, scaled at the site of its largest amplitude
  obtain ⟨x, -, hx⟩ := Finset.exists_max_image Finset.univ (fun y => |v y|) Finset.univ_nonempty
  have hvx : v x ≠ 0 := fun h => hv (by
    ext y
    have h1 : |v y| ≤ |v x| := hx y (Finset.mem_univ y)
    rw [h, abs_zero] at h1
    exact abs_nonpos_iff.mp h1)
  obtain ⟨c, hc⟩ : ∃ c : ℝ, c * ε = (v x)⁻¹ := ⟨(v x)⁻¹ / ε, div_mul_cancel₀ _ hε.ne'⟩
  have hcmp := nonneg_of_source_nonneg hH hoff hb (ψ := ψ - c • v) (fun y => by
    have h2 : c * ε * v y ≤ 1 := by
      rw [hc, mul_comm, ← div_eq_mul_inv]
      refine (le_abs_self _).trans ?_
      rw [abs_div]
      exact div_le_one_of_le₀ (hx y (Finset.mem_univ y)) (abs_nonneg _)
    rw [mulVec_sub, mulVec_smul, hve]
    simp only [Pi.sub_apply, Pi.smul_apply, smul_eq_mul]
    linarith [hval y]) x
  simp only [Pi.sub_apply, Pi.smul_apply, smul_eq_mul] at hcmp
  have h3 : c * ε * v x = 1 := by rw [hc, inv_mul_cancel₀ hvx]
  have h4 := mul_nonneg hε.le hcmp
  refine (Finset.inf'_le _ (Finset.mem_univ x)).trans ?_
  rw [localEnergy, div_le_iff₀ (hψ x)]
  linarith [hval x]

/-- For any real symmetric `H`, whatever the signs of its elements, and any `E` below the
spectrum, some strictly positive trial state has all local energies above `E`. -/
theorem exists_localEnergy_gt_of_symm [Nonempty n] (hH : H.IsSymm) (hE : BelowSpectrum H E) :
    ∃ ψ : n → ℝ, (∀ x, 0 < ψ x) ∧ ∀ x, E < localEnergy H ψ x := by
  classical
  obtain ⟨A, hAdef⟩ : ∃ A : Matrix n n ℝ, A = H - E • (1 : Matrix n n ℝ) := ⟨_, rfl⟩
  have hA : ∀ w, A *ᵥ w = H *ᵥ w - E • w := fun w => by
    simp only [hAdef, Matrix.sub_mulVec, Matrix.smul_mulVec, Matrix.one_mulVec]
  have hAs : Aᵀ = A := by
    rw [hAdef, transpose_sub, transpose_smul, transpose_one, hH.eq]
  have hsym : ∀ u w : n → ℝ, u ⬝ᵥ A *ᵥ w = w ⬝ᵥ A *ᵥ u := fun u w => by
    rw [dotProduct_mulVec, ← mulVec_transpose, hAs, dotProduct_comm]
  -- minimise the quadratic form of `H - E` over probability vectors
  have hcpt : IsCompact (stdSimplex ℝ n) := isCompact_stdSimplex ℝ n
  have hcont : Continuous fun w : n → ℝ => w ⬝ᵥ A *ᵥ w := by
    simp only [dotProduct, mulVec]
    fun_prop
  obtain ⟨y, hy, hmin⟩ := hcpt.exists_isMinOn
    ⟨Pi.single (Classical.arbitrary n) 1, single_mem_stdSimplex ℝ _⟩ hcont.continuousOn
  have hy0 : y ≠ 0 := fun h => by
    have h1 := hy.2
    simp [h] at h1
  obtain ⟨m, hm⟩ : ∃ m, m = y ⬝ᵥ A *ᵥ y := ⟨_, rfl⟩
  have hmpos : 0 < m := by rw [hm, hA]; exact shifted_form_pos hH hE hy0
  -- first-order optimality: `(H - E) y` is at least `m` at every site
  have hopt : ∀ x, m ≤ (A *ᵥ y) x := fun x => by
    by_contra hlt
    rw [not_le] at hlt
    obtain ⟨e, he⟩ : ∃ e : n → ℝ, e = Pi.single x 1 := ⟨_, rfl⟩
    have hes : e ∈ stdSimplex ℝ n := by rw [he]; exact single_mem_stdSimplex ℝ x
    have heg : e ⬝ᵥ A *ᵥ y = (A *ᵥ y) x := by rw [he, single_dotProduct, one_mul]
    obtain ⟨g, hg⟩ : ∃ g, g = (A *ᵥ y) x := ⟨_, rfl⟩
    rw [← hg] at hlt heg
    obtain ⟨Q, hQ⟩ : ∃ Q, Q = m - 2 * g + e ⬝ᵥ A *ᵥ e := ⟨_, rfl⟩
    have hcQ : 0 < m - g + |Q| := by linarith [abs_nonneg Q]
    obtain ⟨t, ht⟩ : ∃ t, t = (m - g) / (m - g + |Q|) := ⟨_, rfl⟩
    have ht0 : 0 < t := by rw [ht]; exact div_pos (by linarith) hcQ
    have ht1 : t ≤ 1 := by rw [ht, div_le_one hcQ]; linarith [abs_nonneg Q]
    have htm : t * (m - g + |Q|) = m - g := by rw [ht]; exact div_mul_cancel₀ _ hcQ.ne'
    have hz : y ⬝ᵥ A *ᵥ y ≤ ((1 - t) • y + t • e) ⬝ᵥ A *ᵥ ((1 - t) • y + t • e) :=
      hmin (convex_stdSimplex ℝ n hy hes (by linarith) ht0.le (by ring))
    simp only [mulVec_add, mulVec_smul, dotProduct_add, add_dotProduct, smul_dotProduct,
      dotProduct_smul, smul_eq_mul] at hz
    rw [hsym y e, heg, ← hm] at hz
    have htc : 0 < t * (m - g) := mul_pos ht0 (by linarith)
    have h1 : t * Q ≤ m - g := by
      linarith [mul_le_mul_of_nonneg_left (le_abs_self Q) ht0.le]
    have h2 := mul_le_mul_of_nonneg_left h1 ht0.le
    rw [hQ] at h2
    linarith
  -- a small uniform admixture makes the minimiser strictly positive
  obtain ⟨u, hu⟩ : ∃ u : n → ℝ, ∀ x, u x = 1 := ⟨fun _ => 1, fun _ => rfl⟩
  obtain ⟨a, ha⟩ : ∃ a, a = A *ᵥ u := ⟨_, rfl⟩
  have hS : 0 < 1 + ∑ x, |a x| := by
    linarith [Finset.sum_nonneg fun x (_ : x ∈ Finset.univ) => abs_nonneg (a x)]
  obtain ⟨δ, hδ⟩ : ∃ δ, δ = m / (1 + ∑ x, |a x|) := ⟨_, rfl⟩
  have hδ0 : 0 < δ := by rw [hδ]; exact div_pos hmpos hS
  have hδm : δ * (1 + ∑ x, |a x|) = m := by rw [hδ]; exact div_mul_cancel₀ _ hS.ne'
  have hpos : ∀ x, 0 < (y + δ • u) x := fun x => by
    simp only [Pi.add_apply, Pi.smul_apply, smul_eq_mul, hu]
    linarith [hy.1 x]
  refine ⟨y + δ • u, hpos, fun x => ?_⟩
  have h1 : |a x| ≤ ∑ z, |a z| :=
    Finset.single_le_sum (f := fun z => |a z|) (fun z _ => abs_nonneg (a z)) (Finset.mem_univ x)
  have h2 : -(∑ z, |a z|) ≤ a x := by linarith [neg_abs_le (a x)]
  have h3 := mul_le_mul_of_nonneg_left h2 hδ0.le
  have h4 : (A *ᵥ (y + δ • u)) x = (A *ᵥ y) x + δ * a x := by
    rw [mulVec_add, mulVec_smul, ← ha, Pi.add_apply, Pi.smul_apply, smul_eq_mul]
  have h5 := congrFun (hA (y + δ • u)) x
  rw [h4, Pi.sub_apply, Pi.smul_apply, smul_eq_mul] at h5
  rw [localEnergy, lt_div_iff₀ (hpos x)]
  linarith [hopt x]

/-- For two sites with zero diagonal and coupling `1` the ground energy is `-1`, while every
strictly positive trial state has only positive local energies. -/
theorem positive_coupling_gap :
    IsGroundEnergy !![(0 : ℝ), 1; 1, 0] (-1) ∧
      ∀ ψ : Fin 2 → ℝ, (∀ x, 0 < ψ x) → ∀ x, 0 < localEnergy !![(0 : ℝ), 1; 1, 0] ψ x := by
  have h0 : ∀ v : Fin 2 → ℝ, (!![(0 : ℝ), 1; 1, 0] *ᵥ v) 0 = v 1 := fun v => by
    simp [Matrix.mulVec, dotProduct, Fin.sum_univ_two]
  have h1 : ∀ v : Fin 2 → ℝ, (!![(0 : ℝ), 1; 1, 0] *ᵥ v) 1 = v 0 := fun v => by
    simp [Matrix.mulVec, dotProduct, Fin.sum_univ_two]
  refine ⟨⟨⟨![1, -1], fun h => ?_, ?_⟩, fun μ v hv h => ?_⟩, fun ψ hψ x => ?_⟩
  · have := congrFun h 0
    simp at this
  · ext i
    fin_cases i
    · exact (h0 _).trans (by simp)
    · exact (h1 _).trans (by simp)
  · by_contra hμ
    rw [not_le] at hμ
    have e0 : v 1 = μ * v 0 := (h0 v).symm.trans (congrFun h 0)
    have e1 : v 0 = μ * v 1 := (h1 v).symm.trans (congrFun h 1)
    have e2 : (μ ^ 2 - 1) * v 0 = 0 := by
      rw [e0] at e1
      linarith
    have e3 : μ ^ 2 - 1 ≠ 0 := by nlinarith
    have e4 : v 0 = 0 := (mul_eq_zero.mp e2).resolve_left e3
    have e5 : v 1 = 0 := by rw [e0, e4, mul_zero]
    refine hv ?_
    ext i
    fin_cases i
    · exact e4
    · exact e5
  · refine div_pos ?_ (hψ x)
    fin_cases x
    · exact (hψ 1).trans_eq (h0 ψ).symm
    · exact (hψ 0).trans_eq (h1 ψ).symm

end

end BartaSharpness
```

```lean
#print axioms BartaSharpness.minLocalEnergy_approaches_ground
#print axioms BartaSharpness.exists_localEnergy_gt_of_symm
#print axioms BartaSharpness.positive_coupling_gap
```

```
'BartaSharpness.minLocalEnergy_approaches_ground' depends on axioms: [propext, Classical.choice, Quot.sound]
'BartaSharpness.exists_localEnergy_gt_of_symm' depends on axioms: [propext, Classical.choice, Quot.sound]
'BartaSharpness.positive_coupling_gap' depends on axioms: [propext, Classical.choice, Quot.sound]
```

## How the Lean proof follows the derivation

`shifted_form_pos` applies Mathlib's spectral theorem to $H-E$: each of its eigenvalues, shifted by $E$, is an eigenvalue of $H$, so `BelowSpectrum` makes it positive.

`mulVec_nonpos_of_zero` isolates the sign argument at a zero of a nonnegative state. It is used twice: in `nonneg_of_source_nonneg`, for the positive part `m + ψ`, and in `barta_sharpness`, to exclude zeros of the solution. The first of these shows that each term of $m\cdot(H-E)m$ is nonpositive, which contradicts `shifted_form_pos`.

In `barta_sharpness` the linear map `T` is $H-E$, and `LinearMap.injective_iff_surjective` supplies the solution. `minLocalEnergy_approaches_ground` calls this theorem with the constant source, then applies `nonneg_of_source_nonneg` to `ψ - c • v`. Here `c` is $1/(\varepsilon v(x))$, so `c • v` is the vector $w/\varepsilon$ above.

For general symmetric $H$, compactness of `stdSimplex` yields the minimiser, and `hopt` is the first-order condition. Its proof fixes an explicit step: with $Q=m-2g+A_{xx}$ and $t=(m-g)/(m-g+|Q|)$, one has $tQ\le m-g$, so the form changes by at most $-t(m-g)<0$.

In `positive_coupling_gap`, the helper facts `h0` and `h1` evaluate the two components of $Hv$. An eigenvalue below $-1$ would have $\mu^2\ne1$, which forces both components of its eigenvector to vanish.
